# Two Bright Levels and a Five-Dimensional Dark Subspace in a Coupled Seven-Plane-Wave Moiré Model

When a centre plane wave of energy 0 is coupled by a real V ≠ 0 to six shell waves of real energy T, and ring neighbours in the shell are coupled by the same V, the eigenstates that contain the centre wave have the two energies (d ∓ R)/2, where d = T + 2V and R = √(d² + 24V²). The eigenstates with a uniform shell at these energies have centre weights (1 ± d/R)/2, the lower state's weight increases strictly with T at fixed V, and the shell states whose amplitudes sum to zero form a five-dimensional invariant subspace without centre amplitude.

In Lean 4 with Mathlib:

```lean
import Mathlib

open Matrix

namespace MoireSevenWave

noncomputable section

/-- Complex amplitudes of seven plane waves: `none` is the centre wave, `some i` are the six
shell waves, numbered around a ring. -/
abbrev State := Option (ZMod 6) → ℂ

/-- The moire Hamiltonian: centre energy 0, shell energy `T`, and coupling `V` between the centre
and each shell wave and between neighbours on the ring. -/
def hamiltonian (T V : ℝ) : Matrix (Option (ZMod 6)) (Option (ZMod 6)) ℂ :=
  Matrix.of fun
    | none, none => 0
    | none, some _ => (V : ℂ)
    | some _, none => (V : ℂ)
    | some i, some j => (if j = i then (T : ℂ) else 0) + (if j = i + 1 then (V : ℂ) else 0)
        + (if j = i - 1 then (V : ℂ) else 0)

/-- The dark subspace: no centre amplitude, and shell amplitudes that sum to zero. -/
def dark : Submodule ℂ State where
  carrier := {ψ | ψ none = 0 ∧ ∑ i, ψ (some i) = 0}
  zero_mem' := by simp
  add_mem' := by
    rintro a b ⟨ha, ha'⟩ ⟨hb, hb'⟩
    exact ⟨by simp [ha, hb], by simp [Finset.sum_add_distrib, ha', hb']⟩
  smul_mem' := by
    rintro c a ⟨ha, ha'⟩
    exact ⟨by simp [ha], by simp [← Finset.mul_sum, ha']⟩

/-- The share of the centre wave in the squared norm of a nonzero state. -/
def centreWeight (ψ : State) : ℝ := ‖ψ none‖ ^ 2 / ∑ i, ‖ψ i‖ ^ 2

/-- The distance `√((T + 2V)² + 24V²)` between the two bright levels. -/
def splitting (T V : ℝ) : ℝ := √((T + 2 * V) ^ 2 + 24 * V ^ 2)

/-- The lower bright energy. -/
def lowerEnergy (T V : ℝ) : ℝ := (T + 2 * V - splitting T V) / 2

/-- The upper bright energy. -/
def upperEnergy (T V : ℝ) : ℝ := (T + 2 * V + splitting T V) / 2

/-- The unnormalised state with centre amplitude `6V` and the same amplitude `E` on every
shell wave. -/
def brightState (V E : ℝ) : State
  | none => ((6 * V : ℝ) : ℂ)
  | some _ => (E : ℂ)

/-- The centre wave is fed by the sum of the shell amplitudes; each shell wave is fed by the
centre, by itself and by its two neighbours. -/
theorem hamiltonian_action (T V : ℝ) (ψ : State) :
    (hamiltonian T V *ᵥ ψ) none = V * ∑ i, ψ (some i) ∧
    ∀ i, (hamiltonian T V *ᵥ ψ) (some i) =
      V * ψ none + T * ψ (some i) + V * (ψ (some (i + 1)) + ψ (some (i - 1))) := by
  constructor
  · simp only [hamiltonian, Matrix.mulVec, dotProduct, Fintype.sum_option, Matrix.of_apply,
      zero_mul, zero_add, Finset.mul_sum]
  · intro i
    simp only [hamiltonian, Matrix.mulVec, dotProduct, Fintype.sum_option, Matrix.of_apply,
      add_mul, ite_mul, zero_mul, Finset.sum_add_distrib, Finset.sum_ite_eq',
      Finset.mem_univ, if_true]
    ring

/-- The shell amplitudes of `Hψ` sum to `6V` times the centre amplitude of `ψ` plus `T + 2V` times
the sum of its shell amplitudes. -/
theorem shell_sum (T V : ℝ) (ψ : State) :
    ∑ i, (hamiltonian T V *ᵥ ψ) (some i) =
      6 * V * ψ none + (T + 2 * V) * ∑ i, ψ (some i) := by
  -- shifting the ring by one site leaves the sum unchanged
  have h1 : ∑ i : ZMod 6, ψ (some (i + 1)) = ∑ i, ψ (some i) :=
    Equiv.sum_comp (Equiv.addRight (1 : ZMod 6)) (fun i => ψ (some i))
  have h2 : ∑ i : ZMod 6, ψ (some (i - 1)) = ∑ i, ψ (some i) :=
    Equiv.sum_comp (Equiv.subRight (1 : ZMod 6)) (fun i => ψ (some i))
  simp only [(hamiltonian_action T V ψ).2, Finset.sum_add_distrib, ← Finset.mul_sum, h1, h2,
    Finset.sum_const, Finset.card_univ, ZMod.card, nsmul_eq_mul]
  push_cast
  ring

/-- The dark subspace has dimension five and is invariant under the Hamiltonian. -/
theorem dark_subspace (T V : ℝ) :
    Module.finrank ℂ dark = 5 ∧ ∀ ψ ∈ dark, hamiltonian T V *ᵥ ψ ∈ dark := by
  constructor
  · -- two independent linear conditions on seven amplitudes
    let L : State →ₗ[ℂ] ℂ × ℂ :=
      { toFun := fun ψ => (ψ none, ∑ i, ψ (some i))
        map_add' := by intro a b; simp [Finset.sum_add_distrib]
        map_smul' := by intro a b; simp [Finset.mul_sum] }
    have hker : dark = LinearMap.ker L := by
      ext ψ
      rw [LinearMap.mem_ker]
      show (ψ none = 0 ∧ ∑ i, ψ (some i) = 0) ↔ (ψ none, ∑ i, ψ (some i)) = (0 : ℂ × ℂ)
      exact Prod.mk_eq_zero.symm
    have hrange : LinearMap.range L = ⊤ := by
      rw [LinearMap.range_eq_top]
      rintro ⟨a, b⟩
      refine ⟨fun o => o.elim a (fun i => if i = 0 then b else 0), ?_⟩
      simp [L]
    have h := LinearMap.finrank_range_add_finrank_ker L
    rw [hrange, finrank_top, Module.finrank_prod, Module.finrank_self,
      Module.finrank_fintype_fun_eq_card, Fintype.card_option, ZMod.card] at h
    rw [hker]
    omega
  · intro ψ hψ
    have h : ψ none = 0 ∧ ∑ i, ψ (some i) = 0 := hψ
    show (hamiltonian T V *ᵥ ψ) none = 0 ∧ ∑ i, (hamiltonian T V *ᵥ ψ) (some i) = 0
    rw [(hamiltonian_action T V ψ).1, shell_sum, h.1, h.2]
    simp

/-- For nonzero coupling, every eigenstate of energy `E` is a multiple of the uniform-shell state
`brightState V E` plus a dark state. -/
theorem eigenstate_decomposition {T V E : ℝ} (hV : V ≠ 0) {ψ : State}
    (h : hamiltonian T V *ᵥ ψ = (E : ℂ) • ψ) :
    ψ - (ψ none / (6 * V)) • brightState V E ∈ dark := by
  have hVc : (V : ℂ) ≠ 0 := by exact_mod_cast hV
  have hq : ψ none / (6 * (V : ℂ)) * (6 * V) = ψ none :=
    div_mul_cancel₀ _ (mul_ne_zero (by norm_num) hVc)
  have hc := congrFun h none
  rw [(hamiltonian_action T V ψ).1] at hc
  simp only [Pi.smul_apply, smul_eq_mul] at hc
  constructor
  · show ψ none - ψ none / (6 * (V : ℂ)) * ((6 * V : ℝ) : ℂ) = 0
    push_cast
    rw [hq, sub_self]
  · show ∑ i : ZMod 6, (ψ (some i) - ψ none / (6 * (V : ℂ)) * (E : ℂ)) = 0
    rw [Finset.sum_sub_distrib, Finset.sum_const, Finset.card_univ, ZMod.card, nsmul_eq_mul]
    push_cast
    apply mul_left_cancel₀ hVc
    linear_combination hc - (E : ℂ) * hq

/-- The square of the bright splitting is `(T + 2V)² + 24V²`. -/
theorem splitting_sq (T V : ℝ) :
    splitting T V ^ 2 = (T + 2 * V) ^ 2 + 24 * V ^ 2 :=
  Real.sq_sqrt (by positivity)

/-- An eigenstate with nonzero centre amplitude has one of the two bright energies. -/
theorem bright_spectrum {T V E : ℝ} {ψ : State}
    (h : hamiltonian T V *ᵥ ψ = (E : ℂ) • ψ) (h0 : ψ none ≠ 0) :
    E = lowerEnergy T V ∨ E = upperEnergy T V := by
  have hc := congrFun h none
  rw [(hamiltonian_action T V ψ).1] at hc
  have hs := shell_sum T V ψ
  rw [h] at hs
  simp only [Pi.smul_apply, smul_eq_mul, ← Finset.mul_sum] at hc hs
  -- eliminate the shell sum
  have hp : ψ none * ((E : ℂ) ^ 2 - ((T + 2 * V) * E + 6 * V ^ 2)) = 0 := by
    linear_combination (V : ℂ) * hs - ((E : ℂ) - (T + 2 * V)) * hc
  have hz := sub_eq_zero.mp ((mul_eq_zero.mp hp).resolve_left h0)
  have hE : E ^ 2 = (T + 2 * V) * E + 6 * V ^ 2 := by exact_mod_cast hz
  have hf : (E - lowerEnergy T V) * (E - upperEnergy T V) = 0 := by
    unfold lowerEnergy upperEnergy
    linear_combination hE - splitting_sq T V / 4
  exact (mul_eq_zero.mp hf).imp sub_eq_zero.mp sub_eq_zero.mp

/-- If `E² = (T + 2V)E + 6V²`, the uniform-shell state satisfies the eigenvalue equation with
energy `E`. -/
theorem brightState_eigen {T V E : ℝ} (hE : E ^ 2 = (T + 2 * V) * E + 6 * V ^ 2) :
    hamiltonian T V *ᵥ brightState V E = (E : ℂ) • brightState V E := by
  have hc : (E : ℂ) ^ 2 = (T + 2 * V) * E + 6 * V ^ 2 := by exact_mod_cast hE
  funext o
  cases o with
  | none =>
    rw [(hamiltonian_action T V _).1]
    simp only [brightState, Pi.smul_apply, smul_eq_mul, Finset.sum_const, Finset.card_univ,
      ZMod.card, nsmul_eq_mul]
    push_cast
    ring
  | some i =>
    rw [(hamiltonian_action T V _).2]
    simp only [brightState, Pi.smul_apply, smul_eq_mul]
    push_cast
    linear_combination -hc

/-- For nonzero coupling, the uniform-shell state has centre weight `6V² / (6V² + E²)`. -/
theorem centreWeight_bright {V : ℝ} (hV : V ≠ 0) (E : ℝ) :
    centreWeight (brightState V E) = 6 * V ^ 2 / (6 * V ^ 2 + E ^ 2) := by
  unfold centreWeight
  rw [Fintype.sum_option]
  simp only [brightState, Complex.norm_real, Real.norm_eq_abs, sq_abs, Finset.sum_const,
    Finset.card_univ, ZMod.card, nsmul_eq_mul]
  push_cast
  rw [div_eq_div_iff (by positivity) (by positivity)]
  ring

/-- For nonzero coupling, the uniform-shell states at the lower and upper bright energies are
eigenstates, with centre weights `(1 + d/R)/2` and `(1 - d/R)/2`, where `d = T + 2V` and `R` is
the bright splitting. -/
theorem bright_doublet (T : ℝ) {V : ℝ} (hV : V ≠ 0) :
    (hamiltonian T V *ᵥ brightState V (lowerEnergy T V) =
        (lowerEnergy T V : ℂ) • brightState V (lowerEnergy T V) ∧
      centreWeight (brightState V (lowerEnergy T V)) =
        (1 + (T + 2 * V) / splitting T V) / 2) ∧
    (hamiltonian T V *ᵥ brightState V (upperEnergy T V) =
        (upperEnergy T V : ℂ) • brightState V (upperEnergy T V) ∧
      centreWeight (brightState V (upperEnergy T V)) =
        (1 - (T + 2 * V) / splitting T V) / 2) := by
  have hR := splitting_sq T V
  have hpos : 0 < splitting T V := Real.sqrt_pos.2 (by positivity)
  have hne := hpos.ne'
  refine ⟨⟨brightState_eigen ?_, ?_⟩, ⟨brightState_eigen ?_, ?_⟩⟩
  · unfold lowerEnergy
    linear_combination hR / 4
  · have h : (1 + (T + 2 * V) / splitting T V) / 2 =
        (splitting T V + (T + 2 * V)) / (2 * splitting T V) := by
      field_simp
    rw [centreWeight_bright hV, h, div_eq_div_iff (by positivity) (by positivity)]
    unfold lowerEnergy
    linear_combination (-(splitting T V - (T + 2 * V)) / 4) * hR
  · unfold upperEnergy
    linear_combination hR / 4
  · have h : (1 - (T + 2 * V) / splitting T V) / 2 =
        (splitting T V - (T + 2 * V)) / (2 * splitting T V) := by
      field_simp
    rw [centreWeight_bright hV, h, div_eq_div_iff (by positivity) (by positivity)]
    unfold upperEnergy
    linear_combination (-(splitting T V + (T + 2 * V)) / 4) * hR

/-- At fixed nonzero coupling, the centre weight of the lower bright state increases strictly with
the shell energy `T`. -/
theorem lower_weight_strictMono {V : ℝ} (hV : V ≠ 0) :
    StrictMono fun T => centreWeight (brightState V (lowerEnergy T V)) := by
  have hV2 : 0 < V ^ 2 := by positivity
  have hneg : ∀ T, lowerEnergy T V < 0 := by
    intro T
    have h : T + 2 * V < splitting T V := Real.lt_sqrt_of_sq_lt (by linarith)
    unfold lowerEnergy
    linarith
  have hroot : ∀ T, lowerEnergy T V ^ 2 = (T + 2 * V) * lowerEnergy T V + 6 * V ^ 2 := by
    intro T
    unfold lowerEnergy
    linear_combination splitting_sq T V / 4
  intro T₁ T₂ hT
  have n1 := hneg T₁
  have n2 := hneg T₂
  have r1 := hroot T₁
  have r2 := hroot T₂
  show centreWeight (brightState V (lowerEnergy T₁ V)) <
    centreWeight (brightState V (lowerEnergy T₂ V))
  rw [centreWeight_bright hV, centreWeight_bright hV]
  generalize lowerEnergy T₁ V = a at *
  generalize lowerEnergy T₂ V = b at *
  -- the lower level rises with the shell energy
  have hab : a < b := by
    by_contra hcon
    have hle : b ≤ a := not_lt.mp hcon
    have hp : 0 < T₁ + 2 * V - a := by nlinarith
    have h1 : 0 < -b * ((T₂ + 2 * V - b) - (T₁ + 2 * V - a)) :=
      mul_pos (by linarith) (by linarith)
    have h2 : 0 ≤ (a - b) * (T₁ + 2 * V - a) := mul_nonneg (by linarith) hp.le
    nlinarith
  have hsq : b ^ 2 < a ^ 2 := by nlinarith
  exact div_lt_div_of_pos_left (by positivity) (by positivity) (by linarith)

end

end MoireSevenWave
```

```lean
#print axioms MoireSevenWave.dark_subspace
#print axioms MoireSevenWave.bright_spectrum
#print axioms MoireSevenWave.bright_doublet
#print axioms MoireSevenWave.lower_weight_strictMono
```

```
'MoireSevenWave.dark_subspace' depends on axioms: [propext, Classical.choice, Quot.sound]
'MoireSevenWave.bright_spectrum' depends on axioms: [propext, Classical.choice, Quot.sound]
'MoireSevenWave.bright_doublet' depends on axioms: [propext, Classical.choice, Quot.sound]
'MoireSevenWave.lower_weight_strictMono' depends on axioms: [propext, Classical.choice, Quot.sound]
```

## Amplitudes, couplings and weights

A `State` assigns a complex amplitude to each of seven plane waves. The centre amplitude `ψ none` is written c below, and the shell amplitude `ψ (some i)` is written ψ_i. The index i lives in `ZMod 6`, so i + 1 and i − 1 wrap around the ring. The matrix `hamiltonian T V` has 0 in the centre entry, T on the shell diagonal, and V between the centre and each shell wave and between ring neighbours. Its product with a state is written `*ᵥ`.

The submodule `dark` contains the states with c = 0 and Σ ψ_i = 0. For a nonzero state, `centreWeight` is |c|² divided by the squared norm, so states need not be normalised. The functions `lowerEnergy`, `upperEnergy` and `splitting` are (d − R)/2, (d + R)/2 and R.

The theorems take T and V to be real, and E is real in the eigenvalue equations. This loses no eigenvalue, because the matrix is real and symmetric. The sign of V is free, and T may be any real number, although a kinetic energy would be positive.

## An exciton moving in a moiré potential

The seven waves describe the centre-of-mass motion of an intralayer exciton in a triangular moiré lattice, at the centre of the moiré Brillouin zone. The shell waves carry the six shortest nonzero moiré reciprocal vectors, and T is their kinetic energy relative to the centre wave. The constant V is the Fourier component of the moiré potential at those vectors. Neighbouring shell vectors differ by another vector of the same shell, which is why the same V couples them.

Light of negligible in-plane momentum reaches only the centre wave. In this single-species model truncated at the first shell, the centre weight is therefore the share of the bare exciton's squared optical matrix element that an eigenstate inherits. It is also, to a good approximation, the share of the oscillator strength when the moiré energy shifts are small compared with the optical transition energy. The result can serve as a check on a numerical diagonalisation of the same seven-wave matrix.

Both T and V are inputs here; they are not derived from a Bethe-Salpeter calculation. A real V common to all six vectors is a special choice of potential, since a general moiré potential can have complex Fourier components. Higher shells, exchange between valleys and internal excitations of the electron-hole pair are left out.

## The shell sum closes the equations

Multiplying the matrix into a state gives the two formulas of `hamiltonian_action`:

(Hψ)_centre = V Σ ψ_i

(Hψ)_i = Vc + Tψ_i + V(ψ_{i+1} + ψ_{i−1})

Let S = Σ ψ_i. Shifting the ring by one place only reorders the sum, so each neighbour term contributes VS, and

Σ (Hψ)_i = 6Vc + (T + 2V)S = 6Vc + dS.

This is `shell_sum`, where `Equiv.sum_comp` supplies the two shifts.

If c = 0 and S = 0, then the new centre amplitude VS and the new shell sum 6Vc + dS both vanish, so the dark subspace is invariant. For its dimension, `dark_subspace` uses the linear map ψ ↦ (c, S) from seven complex dimensions to two. The map is onto: to reach (a, b), put a on the centre and b on one shell wave. Its kernel is `dark`, so rank-nullity gives 7 − 2 = 5.

## Two energies for states with centre amplitude

For an eigenstate of energy E, the centre equation and the summed shell equation are

Ec = VS

ES = 6Vc + dS.

Multiply the second by V and replace VS by Ec:

E²c = 6V²c + dEc.

If c ≠ 0, it can be divided out, which leaves

E² = dE + 6V²,

with roots (d − R)/2 and (d + R)/2. In `bright_spectrum`, the first `linear_combination` performs this elimination, and a later one factorises the quadratic by means of R² = d² + 24V², which is `splitting_sq`.

The condition c ≠ 0 matters, and asking only for ψ ≠ 0 would not be enough. Take T = V = 1, with c = 0 and shell amplitudes 1, −1, 1, −1, 1, −1. This is an eigenstate of energy T − 2V = −1, whereas the two bright energies are (3 ∓ √33)/2.

## The uniform-shell eigenstates and their weights

The vector `brightState V E` has amplitude 6V on the centre and E on every shell wave. The Hamiltonian gives

centre: V · 6E = E · 6V

shell: V · 6V + TE + 2VE = 6V² + dE.

The shell value equals E · E exactly when E² = dE + 6V². Under that condition `brightState_eigen` proves the eigenvalue equation, treating the centre and the shell as two cases. For V ≠ 0 the vector is nonzero, and its normalised amplitudes are 6V/√(36V² + 6E²) on the centre and E/√(36V² + 6E²) on each shell wave. The centre weight, proved in `centreWeight_bright`, is

36V²/(36V² + 6E²) = 6V²/(6V² + E²).

To insert the lower root, write 6V² = (R² − d²)/4 = (R − d)(R + d)/4 and E² = (R − d)²/4. Then

6V² + E² = (R − d)[(R + d) + (R − d)]/4 = R(R − d)/2,

and since V ≠ 0 makes R − d positive, the weight is

(R + d)/(2R) = (1 + d/R)/2.

For the upper root, E² = (R + d)²/4, so 6V² + E² = R(R + d)/2 and the weight is (R − d)/(2R) = (1 − d/R)/2. The theorem `bright_doublet` collects both eigenvalue equations and both weights; its proof cross-multiplies the fractions and then uses the formula for R².

These weights belong to the uniform-shell states. For V ≠ 0, `eigenstate_decomposition` shows that any eigenstate of energy E is c/(6V) times `brightState V E` plus a dark remainder. The centre amplitude of the remainder is c − c = 0, and its shell sum is

S − 6 · cE/(6V) = S − cE/V = 0

by the centre equation. A nonzero remainder can accompany the bright part when a dark level has the same energy. At V = 1 and T = 1/2, for instance, the alternating shell state and the lower bright state both have energy −3/2, and mixing them lowers the centre weight.

## The lower weight grows with the shell energy

Fix V ≠ 0, take T₁ < T₂, and let d₁ = T₁ + 2V and d₂ = T₂ + 2V. Let a and b be the lower energies at T₁ and T₂. Both are negative because R > |d|. The quadratic equation can be written as

(−a)(d₁ − a) = 6V²

(−b)(d₂ − b) = 6V².

Since −a is positive, so is d₁ − a. Suppose b ≤ a. Then −b ≥ −a > 0 and d₂ − b > d₁ − a > 0, so the second product would exceed the first, although both equal 6V². Hence a < b < 0, and therefore b² < a². The denominator of 6V²/(6V² + E²) falls while its numerator stays fixed, so the weight rises.

The proof of `lower_weight_strictMono` follows the same route. Its terms `h1` and `h2` record the two comparisons of factors, `nlinarith` combines them into the contradiction, and `div_lt_div_of_pos_left` compares the final fractions.
